# The Legendre partial-wave sum through l = L is the orthogonal projection onto polynomials of degree at most L

The theorem `partialWave_isProjection` concerns the expansion of a continuous real function f(t) in angular channels l = 0, …, L, with the overlap of two functions taken as the integral of their product over −1 ≤ t ≤ 1. The polynomials P_l are assumed to have degree exactly l, to be mutually orthogonal, and to have squared norm 2/(2l + 1) rather than 1, which is why each coefficient is (2l + 1)/2 times the overlap of f with P_l. The claim is that the resulting finite sum has degree at most L, and that f minus the sum is orthogonal to every polynomial of degree at most L; f itself need not be normalised. The proof first shows that this remainder is orthogonal to each P_l, then reaches a general polynomial by induction, subtracting a multiple of P_n to remove the coefficient of tⁿ at each step.

Lean 4 with Mathlib refuses this proof:

```lean
import Mathlib

open Polynomial

namespace SemilocalAngular

noncomputable section

/-- The angular overlap: the integral of `u t * v t` over `-1 ≤ t ≤ 1`, as a bilinear form. -/
def overlap : C(ℝ, ℝ) →ₗ[ℝ] C(ℝ, ℝ) →ₗ[ℝ] ℝ :=
  LinearMap.mk₂ ℝ (fun u v => ∫ t in (-1 : ℝ)..1, u t * v t)
    (fun u u' v => by
      simp only [ContinuousMap.add_apply, add_mul]
      exact intervalIntegral.integral_add (Continuous.intervalIntegrable (by fun_prop) _ _)
        (Continuous.intervalIntegrable (by fun_prop) _ _))
    (fun c u v => by
      simp only [ContinuousMap.smul_apply, smul_eq_mul, mul_assoc]
      exact intervalIntegral.integral_const_mul _ _)
    (fun u v v' => by
      simp only [ContinuousMap.add_apply, mul_add]
      exact intervalIntegral.integral_add (Continuous.intervalIntegrable (by fun_prop) _ _)
        (Continuous.intervalIntegrable (by fun_prop) _ _))
    (fun c u v => by
      simp only [ContinuousMap.smul_apply, smul_eq_mul, mul_left_comm _ c]
      exact intervalIntegral.integral_const_mul _ _)

/-- A polynomial regarded as a continuous function of `t`. -/
def polyFun : ℝ[X] →ₗ[ℝ] C(ℝ, ℝ) := (Polynomial.toContinuousMapAlgHom).toLinearMap

/-- `p` has degree at most `L`, and `f - p` is orthogonal to all polynomials of degree
at most `L`. -/
structure IsProjection (L : ℕ) (f : C(ℝ, ℝ)) (p : ℝ[X]) : Prop where
  natDegree_le : p.natDegree ≤ L
  orthogonal : ∀ r : ℝ[X], r.natDegree ≤ L → overlap (f - polyFun p) (polyFun r) = 0

/-- `P 0, ..., P L` have degrees `0, ..., L`, are mutually orthogonal, and have the squared
norms `2 / (2 l + 1)`. -/
structure IsLegendreFamily (L : ℕ) (P : ℕ → ℝ[X]) : Prop where
  degree_eq : ∀ l ≤ L, (P l).degree = l
  orthogonal : ∀ k l, k < l → l ≤ L → overlap (polyFun (P k)) (polyFun (P l)) = 0
  norm_eq : ∀ l ≤ L, overlap (polyFun (P l)) (polyFun (P l)) = 2 / (2 * (l : ℝ) + 1)

/-- The partial-wave sum of `f` over the channels `l = 0, ..., L`. -/
def partialWave (P : ℕ → ℝ[X]) (L : ℕ) (f : C(ℝ, ℝ)) : ℝ[X] :=
  ∑ l ∈ Finset.range (L + 1), ((2 * (l : ℝ) + 1) / 2 * overlap f (polyFun (P l))) • P l

/-- The angular overlap is symmetric. -/
theorem overlap_comm (u v : C(ℝ, ℝ)) : overlap u v = overlap v u := by
  change (∫ t in (-1 : ℝ)..1, u t * v t) = ∫ t in (-1 : ℝ)..1, v t * u t
  simp only [mul_comm]

/-- If `P` satisfies `IsLegendreFamily L P`, the partial-wave sum of `f` over `l = 0, ..., L` is the
projection of `f` onto polynomials of degree at most `L`. -/
theorem partialWave_isProjection {L : ℕ} {P : ℕ → ℝ[X]} (hP : IsLegendreFamily L P)
    (f : C(ℝ, ℝ)) : IsProjection L f (partialWave P L f) := by
  have horth : ∀ k ≤ L, overlap (f - polyFun (partialWave P L f)) (polyFun (P k)) = 0 := by
    intro k hk
    rw [overlap_comm]
    simp only [partialWave, map_sub, map_sum, map_smul, smul_eq_mul]
    rw [Finset.sum_eq_single k]
    · rw [hP.norm_eq k hk, overlap_comm (polyFun (P k)) f]
      have hk0 : 2 * (k : ℝ) + 1 ≠ 0 := by positivity
      have e : (2 * (k : ℝ) + 1) / 2 * overlap f (polyFun (P k)) * (2 / (2 * (k : ℝ) + 1))
          = overlap f (polyFun (P k)) := by field_simp
      rw [e, sub_self]
    · intro l hl hlk
      have hl' : l ≤ L := Nat.lt_succ_iff.1 (Finset.mem_range.1 hl)
      rcases lt_or_gt_of_ne hlk with h | h
      · rw [overlap_comm (polyFun (P k)), hP.orthogonal l k h hk, mul_zero]
      · rw [hP.orthogonal k l h hl', mul_zero]
    · intro h
      exact absurd (Finset.mem_range.2 (Nat.lt_succ_of_le hk)) h
  -- remove leading coefficients one at a time
  have hspan : ∀ n ≤ L + 1, ∀ r : ℝ[X], (∀ m, n ≤ m → r.coeff m = 0) →
      overlap (f - polyFun (partialWave P L f)) (polyFun r) = 0 := by
    intro n
    induction n with
    | zero =>
      intro _ r hr
      have h0 : r = 0 := Polynomial.ext fun m => by rw [hr m (Nat.zero_le m), coeff_zero]
      rw [h0, map_zero, map_zero]
    | succ n ih =>
      intro hn r hr
      have hnL : n ≤ L := by omega
      have hc := coeff_ne_zero_of_eq_degree (hP.degree_eq n hnL)
      have h := ih (by omega) (r - (r.coeff n / (P n).coeff n) • P n) (by
        intro m hm
        rw [coeff_sub, coeff_smul, smul_eq_mul]
        rcases hm.eq_or_lt with heq | hlt
        · rw [← heq, div_mul_cancel₀ _ hc, sub_self]
        · have hz : (P n).coeff m = 0 := coeff_eq_zero_of_degree_lt (by
            rw [hP.degree_eq n hnL]; exact_mod_cast hlt)
          rw [hr m hlt, hz, mul_zero, sub_zero])
      rw [map_sub, map_smul, map_sub, map_smul, horth n hnL, smul_zero, sub_zero] at h
      exact h
  refine ⟨?_, fun r hr => hspan (L + 1) le_rfl r fun m hm =>
    coeff_eq_zero_of_natDegree_lt (by omega)⟩
  apply natDegree_sum_le_of_forall_le
  intro l hl
  have hl' : l ≤ L := Nat.lt_succ_iff.1 (Finset.mem_range.1 hl)
  exact (natDegree_smul_le _ _).trans
    ((natDegree_eq_of_degree_eq_some (hP.degree_eq l hl')).le.trans hl')

end

end SemilocalAngular
```

The compiler's answer:

```
Main.lean:94:19: error: Tactic `rewrite` failed: Did not find an occurrence of the pattern
  ?f (?c • ?x)
in the target expression
  (overlap f - overlap (polyFun (partialWave P L f))) (polyFun (r - (r.coeff n / (P n).coeff n) • P n)) = 0

case succ
L : ℕ
P : ℕ → ℝ[X]
hP : IsLegendreFamily L P
f : C(ℝ, ℝ)
horth : ∀ k ≤ L, (overlap (f - polyFun (partialWave P L f))) (polyFun (P k)) = 0
n : ℕ
ih :
  n ≤ L + 1 →
    ∀ (r : ℝ[X]), (∀ (m : ℕ), n ≤ m → r.coeff m = 0) → (overlap (f - polyFun (partialWave P L f))) (polyFun r) = 0
hn : n + 1 ≤ L + 1
r : ℝ[X]
hr : ∀ (m : ℕ), n + 1 ≤ m → r.coeff m = 0
hnL : n ≤ L
hc : (P n).coeff n ≠ 0
h : (overlap f - overlap (polyFun (partialWave P L f))) (polyFun (r - (r.coeff n / (P n).coeff n) • P n)) = 0
⊢ (overlap (f - polyFun (partialWave P L f))) (polyFun r) = 0
```

Cause. The error is at the first `map_smul`, but the trouble starts with the `map_sub` before it. That rewrite was meant to split `polyFun (r - (r.coeff n / (P n).coeff n) • P n)`. Since `map_sub` did not say which map to use, and `overlap` is also linear in its first argument, Lean split `overlap (f - polyFun (partialWave P L f))` instead, as the target in the message shows.

The scalar multiple was then still inside the subtraction under `polyFun`. `map_smul` needs a map applied directly to a scalar multiple, `?f (?c • ?x)`, and there was none.

The repair writes `map_sub polyFun`, so the intended difference is split first, and `map_smul polyFun` can then take the scalar out. The next two rewrites name the map `overlap (f - polyFun (partialWave P L f))` and do the same in the second argument of the overlap. This also keeps the first argument whole, as `horth n hnL` requires in order to replace the overlap with `P n` by zero. What remains is the goal.

The change, after which it compiles:

```diff
@@ -92,5 +92,8 @@
             rw [hP.degree_eq n hnL]; exact_mod_cast hlt)
           rw [hr m hlt, hz, mul_zero, sub_zero])
-      rw [map_sub, map_smul, map_sub, map_smul, horth n hnL, smul_zero, sub_zero] at h
+      rw [map_sub polyFun, map_smul polyFun,
+        map_sub (overlap (f - polyFun (partialWave P L f))),
+        map_smul (overlap (f - polyFun (partialWave P L f))),
+        horth n hnL, smul_zero, sub_zero] at h
       exact h
   refine ⟨?_, fun r hr => hspan (L + 1) le_rfl r fun m hm =>
```
